# Two overlapping orbitals with $a_1<a_2$: to second order the lower level shifts by $-t^2(b-a_1s)^2/(a_2-a_1)$

When two orbitals of different energy are brought into contact, their coupling pushes the levels apart, and their overlap changes how far each one moves. For two real normalised orbitals with fixed energies $a_1<a_2$, whose coupling $tb$ and overlap $ts$ are both proportional to a small parameter $t$, the Lean file below determines the two shifts at order $t^2$ and their sum when both levels are doubly occupied.

```lean
import Mathlib

open Filter Topology

namespace OrbitalInteractionWithOverlap

noncomputable section

/-- Hamiltonian of two orbitals with energies `a₁`, `a₂` and coupling `t b`. -/
def hamiltonian (a₁ a₂ b t : ℝ) : Matrix (Fin 2) (Fin 2) ℝ :=
  !![a₁, t * b; t * b, a₂]

/-- Overlap matrix of two normalised orbitals with mutual overlap `t s`. -/
def overlap (s t : ℝ) : Matrix (Fin 2) (Fin 2) ℝ :=
  !![1, t * s; t * s, 1]

/-- The real energies `x` that solve the secular equation `det (H - x S) = 0`. -/
def levels (a₁ a₂ b s t : ℝ) : Set ℝ :=
  {x | (hamiltonian a₁ a₂ b t - x • overlap s t).det = 0}

/-- Discriminant of the secular equation, read as a quadratic equation in the energy. -/
def discr (a₁ a₂ b s t : ℝ) : ℝ :=
  (a₁ + a₂ - 2 * t ^ 2 * b * s) ^ 2 - 4 * (1 - t ^ 2 * s ^ 2) * (a₁ * a₂ - t ^ 2 * b ^ 2)

/-- The quadratic formula for the secular equation, with the sign `σ = -1` or `σ = 1` in front of
the square root; for `t² s² < 1` it gives real solutions. -/
def branch (a₁ a₂ b s σ t : ℝ) : ℝ :=
  (a₁ + a₂ - 2 * t ^ 2 * b * s + σ * √(discr a₁ a₂ b s t)) / (2 * (1 - t ^ 2 * s ^ 2))

/-- The secular equation written out: the product of the differences `a₁ - x` and `a₂ - x` equals
the square of the energy-dependent coupling `t (b - x s)`. -/
theorem mem_levels {a₁ a₂ b s t x : ℝ} :
    x ∈ levels a₁ a₂ b s t ↔ (a₁ - x) * (a₂ - x) = t ^ 2 * (b - x * s) ^ 2 := by
  have hdet : (hamiltonian a₁ a₂ b t - x • overlap s t).det
      = (a₁ - x) * (a₂ - x) - t ^ 2 * (b - x * s) ^ 2 := by
    rw [Matrix.det_fin_two]
    simp [hamiltonian, overlap]
    ring
  change (hamiltonian a₁ a₂ b t - x • overlap s t).det = 0 ↔ _
  rw [hdet, sub_eq_zero]

/-- For `t² s² < 1` the two branches of the quadratic formula are the lowest and the highest
solution of the secular equation. -/
theorem branch_extremal {a₁ a₂ b s t : ℝ} (h : t ^ 2 * s ^ 2 < 1) :
    IsLeast (levels a₁ a₂ b s t) (branch a₁ a₂ b s (-1) t) ∧
      IsGreatest (levels a₁ a₂ b s t) (branch a₁ a₂ b s 1 t) := by
  have hA : 0 < 1 - t ^ 2 * s ^ 2 := by linarith
  have hA2 : 0 < 2 * (1 - t ^ 2 * s ^ 2) := by linarith
  -- the discriminant is a sum of two non-negative terms
  have hD : 0 ≤ discr a₁ a₂ b s t := by
    have h1 : discr a₁ a₂ b s t
        = (2 * (1 - t ^ 2 * s ^ 2) * a₁ - (a₁ + a₂ - 2 * t ^ 2 * b * s)) ^ 2
          + 4 * (1 - t ^ 2 * s ^ 2) * (t * (b - a₁ * s)) ^ 2 := by
      unfold discr
      ring
    rw [h1]
    positivity
  -- completing the square in the secular equation
  have hsq : ∀ x, x ∈ levels a₁ a₂ b s t ↔
      (2 * (1 - t ^ 2 * s ^ 2) * x - (a₁ + a₂ - 2 * t ^ 2 * b * s)) ^ 2
        = discr a₁ a₂ b s t := by
    intro x
    rw [mem_levels]
    unfold discr
    constructor
    · intro hx
      linear_combination 4 * (1 - t ^ 2 * s ^ 2) * hx
    · intro hx
      apply mul_left_cancel₀ hA.ne'
      linear_combination hx / 4
  have hmem : ∀ σ : ℝ, σ ^ 2 = 1 → branch a₁ a₂ b s σ t ∈ levels a₁ a₂ b s t := by
    intro σ hσ
    have hb : 2 * (1 - t ^ 2 * s ^ 2) * branch a₁ a₂ b s σ t
        = a₁ + a₂ - 2 * t ^ 2 * b * s + σ * √(discr a₁ a₂ b s t) :=
      mul_div_cancel₀ _ hA2.ne'
    rw [hsq, hb, add_sub_cancel_left, mul_pow, hσ, Real.sq_sqrt hD, one_mul]
  refine ⟨⟨hmem _ (by norm_num), fun x hx => ?_⟩, ⟨hmem _ (by norm_num), fun x hx => ?_⟩⟩
  · have h2 := (abs_le.mp (Real.abs_le_sqrt ((hsq x).mp hx).le)).1
    unfold branch
    rw [div_le_iff₀ hA2]
    linarith
  · have h2 := (abs_le.mp (Real.abs_le_sqrt ((hsq x).mp hx).le)).2
    unfold branch
    rw [le_div_iff₀ hA2]
    linarith

/-- As the interaction is switched off, the branch with sign `σ` tends to the mean orbital energy
plus `σ` times half the gap, for `a₁ ≤ a₂`. -/
theorem tendsto_branch {a₁ a₂ : ℝ} (b s σ : ℝ) (h : a₁ ≤ a₂) :
    Tendsto (fun t => branch a₁ a₂ b s σ t) (𝓝 0) (𝓝 ((a₁ + a₂ + σ * (a₂ - a₁)) / 2)) := by
  have hc : ContinuousAt (fun t => branch a₁ a₂ b s σ t) 0 := by
    unfold branch discr
    exact ContinuousAt.div (by fun_prop) (by fun_prop) (by norm_num)
  have h0 : branch a₁ a₂ b s σ 0 = (a₁ + a₂ + σ * (a₂ - a₁)) / 2 := by
    have hd : discr a₁ a₂ b s 0 = (a₂ - a₁) ^ 2 := by
      unfold discr
      ring
    unfold branch
    rw [hd, Real.sqrt_sq (sub_nonneg.mpr h)]
    ring
  rw [← h0]
  exact hc

/-- If a solution `e t` of the secular equation tends to the orbital energy `a₁ ≠ a₂` as `t → 0`,
its shift divided by `t²` tends to `-(b - a₁ s)² / (a₂ - a₁)`. -/
theorem tendsto_shift {a₁ a₂ b s : ℝ} {e : ℝ → ℝ} (h12 : a₁ ≠ a₂)
    (he : ∀ᶠ t in 𝓝[≠] 0, e t ∈ levels a₁ a₂ b s t) (hl : Tendsto e (𝓝[≠] 0) (𝓝 a₁)) :
    Tendsto (fun t => (e t - a₁) / t ^ 2) (𝓝[≠] 0)
      (𝓝 (-(b - a₁ * s) ^ 2 / (a₂ - a₁))) := by
  have hlim : Tendsto (fun t => -(b - e t * s) ^ 2 / (a₂ - e t)) (𝓝[≠] 0)
      (𝓝 (-(b - a₁ * s) ^ 2 / (a₂ - a₁))) :=
    (((tendsto_const_nhds.sub (hl.mul_const s)).pow 2).neg).div
      (tendsto_const_nhds.sub hl) (sub_ne_zero.mpr h12.symm)
  refine hlim.congr' ?_
  filter_upwards [he, hl (isOpen_ne.mem_nhds h12), self_mem_nhdsWithin] with t h1 h2 h3
  have h4 : a₂ - e t ≠ 0 := sub_ne_zero.mpr (Ne.symm h2)
  have h5 : t ^ 2 ≠ 0 := pow_ne_zero 2 h3
  -- the secular equation, divided by `t² (a₂ - e)`
  rw [div_eq_div_iff h4 h5]
  linear_combination mem_levels.mp h1

/-- For small `t` the overlap matrix satisfies `t² s² < 1`. -/
theorem eventually_small (s : ℝ) : ∀ᶠ t : ℝ in 𝓝[≠] 0, t ^ 2 * s ^ 2 < 1 := by
  have h : {t : ℝ | t ^ 2 * s ^ 2 < 1} ∈ 𝓝 (0 : ℝ) :=
    (isOpen_lt (by fun_prop) continuous_const).mem_nhds (by simp)
  exact nhdsWithin_le_nhds h

/-- Second-order orbital interaction: for `a₁ < a₂` the lowest solution `e t` of the secular
equation has `(e t - a₁) / t² → -(b - a₁ s)² / (a₂ - a₁)` as `t → 0`. -/
theorem lower_level_shift {a₁ a₂ b s : ℝ} {e : ℝ → ℝ} (h12 : a₁ < a₂)
    (he : ∀ᶠ t in 𝓝[≠] 0, IsLeast (levels a₁ a₂ b s t) (e t)) :
    Tendsto (fun t => (e t - a₁) / t ^ 2) (𝓝[≠] 0)
      (𝓝 (-(b - a₁ * s) ^ 2 / (a₂ - a₁))) := by
  refine tendsto_shift h12.ne (he.mono fun t h => h.1) ?_
  have heq : (fun t => branch a₁ a₂ b s (-1) t) =ᶠ[𝓝[≠] 0] e := by
    filter_upwards [he, eventually_small s] with t h1 h2
    exact (branch_extremal h2).1.unique h1
  have h : Tendsto (fun t => branch a₁ a₂ b s (-1) t) (𝓝[≠] 0) _ :=
    (tendsto_branch b s (-1) h12.le).mono_left nhdsWithin_le_nhds
  have h0 : (a₁ + a₂ + (-1) * (a₂ - a₁)) / 2 = a₁ := by ring
  rw [h0] at h
  exact h.congr' heq

/-- For `a₁ < a₂` the highest solution `f t` of the secular equation has
`(f t - a₂) / t² → (b - a₂ s)² / (a₂ - a₁)` as `t → 0`. -/
theorem upper_level_shift {a₁ a₂ b s : ℝ} {f : ℝ → ℝ} (h12 : a₁ < a₂)
    (hf : ∀ᶠ t in 𝓝[≠] 0, IsGreatest (levels a₁ a₂ b s t) (f t)) :
    Tendsto (fun t => (f t - a₂) / t ^ 2) (𝓝[≠] 0)
      (𝓝 ((b - a₂ * s) ^ 2 / (a₂ - a₁))) := by
  have hv : (b - a₂ * s) ^ 2 / (a₂ - a₁) = -(b - a₂ * s) ^ 2 / (a₁ - a₂) := by
    rw [← neg_sub a₂ a₁, neg_div_neg_eq]
  rw [hv]
  -- exchange the roles of the two orbitals
  refine tendsto_shift h12.ne' (hf.mono fun t h => ?_) ?_
  · rw [mem_levels, mul_comm]
    exact mem_levels.mp h.1
  have heq : (fun t => branch a₁ a₂ b s 1 t) =ᶠ[𝓝[≠] 0] f := by
    filter_upwards [hf, eventually_small s] with t h1 h2
    exact (branch_extremal h2).2.unique h1
  have h : Tendsto (fun t => branch a₁ a₂ b s 1 t) (𝓝[≠] 0) _ :=
    (tendsto_branch b s 1 h12.le).mono_left nhdsWithin_le_nhds
  have h0 : (a₁ + a₂ + 1 * (a₂ - a₁)) / 2 = a₂ := by ring
  rw [h0] at h
  exact h.congr' heq

/-- Four-electron interaction: for `a₁ < a₂` and both levels doubly occupied, the change of the
summed orbital energies divided by `t²` tends to `2 s (s (a₁ + a₂) - 2 b)` as `t → 0`. -/
theorem four_electron_shift {a₁ a₂ b s : ℝ} {e f : ℝ → ℝ} (h12 : a₁ < a₂)
    (he : ∀ᶠ t in 𝓝[≠] 0, IsLeast (levels a₁ a₂ b s t) (e t))
    (hf : ∀ᶠ t in 𝓝[≠] 0, IsGreatest (levels a₁ a₂ b s t) (f t)) :
    Tendsto (fun t => (2 * e t + 2 * f t - (2 * a₁ + 2 * a₂)) / t ^ 2) (𝓝[≠] 0)
      (𝓝 (2 * s * (s * (a₁ + a₂) - 2 * b))) := by
  have h := ((lower_level_shift h12 he).add (upper_level_shift h12 hf)).const_mul 2
  have hne : a₂ - a₁ ≠ 0 := sub_ne_zero.mpr h12.ne'
  -- the gap cancels from the sum of the two shifts
  have hv : 2 * (-(b - a₁ * s) ^ 2 / (a₂ - a₁) + (b - a₂ * s) ^ 2 / (a₂ - a₁))
      = 2 * s * (s * (a₁ + a₂) - 2 * b) := by
    rw [← add_div, ← mul_div_assoc, div_eq_iff hne]
    ring
  rw [hv] at h
  exact h.congr fun t => by ring

end

end OrbitalInteractionWithOverlap
```

```lean
#print axioms OrbitalInteractionWithOverlap.lower_level_shift
#print axioms OrbitalInteractionWithOverlap.four_electron_shift
```

```
'OrbitalInteractionWithOverlap.lower_level_shift' depends on axioms: [propext, Classical.choice, Quot.sound]
'OrbitalInteractionWithOverlap.four_electron_shift' depends on axioms: [propext, Classical.choice, Quot.sound]
```

## Two orbitals, one interaction parameter

The orbitals are normalised and have energies $a_1$ and $a_2$. In their basis the Hamiltonian and the overlap matrix are

$$H(t)=\begin{pmatrix}a_1&tb\\tb&a_2\end{pmatrix},\qquad S(t)=\begin{pmatrix}1&ts\\ts&1\end{pmatrix},$$

which are `hamiltonian a₁ a₂ b t` and `overlap s t`. The real number $t$ is a dimensionless interaction strength, $b$ is an energy and $s$ is dimensionless. The quantities usually written $H_{12}$ (or $\beta$) and $S_{12}$ are therefore the products $tb$ and $ts$, not $b$ and $s$ themselves.

The set `levels a₁ a₂ b s t` contains every real $x$ with $\det(H-xS)=0$. These are the orbital energies of the interacting pair.

The main theorem, `lower_level_shift`, takes $a_1<a_2$ and a function `e : ℝ → ℝ` such that `e t` is the least element of `levels` for all sufficiently small $t\neq0$. It concludes that

$$\frac{e(t)-a_1}{t^2}\longrightarrow-\frac{(b-a_1s)^2}{a_2-a_1}\qquad(t\to0).$$

The filter `𝓝[≠] 0` expresses the limit: $t$ approaches zero from either side without taking the value zero. Because `e` is described as the lowest level and not by a formula, the statement applies however that level is computed. Such a lowest level does exist for small $t$, by `branch_extremal`.

Two companion theorems have the same form. In `upper_level_shift` the highest level $f(t)$ satisfies $(f(t)-a_2)/t^2\to(b-a_2s)^2/(a_2-a_1)$. In `four_electron_shift` each level holds two electrons, and the change of the summed orbital energies, divided by $t^2$, tends to $2s\,(s(a_1+a_2)-2b)$.

## What the overlap does to the coupling

With $s=0$ the lower shift is the familiar second-order expression, minus the coupling squared over the energy gap. With overlap, the coupling $b$ is replaced by $b-a_1s$ for the lower level and by $b-a_2s$ for the upper one. This combination does not depend on the zero of energy: adding a constant $c$ to the Hamiltonian operator turns $a_1$ into $a_1+c$ and $b$ into $b+cs$, and $b-a_1s$ stays the same.

For $s\neq0$ the two effective couplings differ, and the two shifts need not cancel. Their sum, counted for four electrons, is the second-order form of the repulsion between two filled orbitals in one-electron models. It is positive when $s>0$ and $b<s(a_1+a_2)/2$, and it vanishes when $s=0$.

The condition $a_1<a_2$ says that the orbitals are not degenerate. If $a_1=a_2$ and $b\neq a_1s$, the levels split linearly in $t$, and the shift of either level divided by $t^2$ has no finite limit.

The result belongs to semi-empirical electronic structure and to perturbation theory in a non-orthogonal basis, for two real orbitals and non-interacting electrons. The step left to the user is the passage from a real pair of fragments to this one-parameter family. As real fragments approach, $H_{12}$ and $S_{12}$ need not stay proportional to each other, and the diagonal energies may move as well. The theorems are also limits, so they come with no error bound at a given finite $t$.

## From the secular determinant to the shift

Expanding the determinant gives the secular equation

$$(a_1-x)(a_2-x)=t^2(b-xs)^2 .$$

The first task is to show that the lowest root tends to $a_1$. Collecting powers of $x$ gives $Ax^2-Bx+C=0$ with

$$A=1-t^2s^2,\qquad B=a_1+a_2-2t^2bs,\qquad C=a_1a_2-t^2b^2 .$$

For small $t$ we have $t^2s^2<1$, so $A>0$. This is the condition that two normalised orbitals are linearly independent. Multiplying by $4A$ and completing the square turns the equation into

$$(2Ax-B)^2=D,\qquad D=B^2-4AC .$$

To see that $D\ge0$, evaluate the quadratic at $x=a_1$. There $Aa_1^2-Ba_1+C=-t^2(b-a_1s)^2$, and therefore

$$D=(2Aa_1-B)^2+4A\,t^2(b-a_1s)^2\ge0 .$$

The roots are thus $(B\pm\sqrt D)/(2A)$, with the minus sign giving the lowest and the plus sign the highest. Both expressions are continuous at $t=0$, where $A=1$, $B=a_1+a_2$ and $\sqrt D=a_2-a_1$. The lowest root therefore tends to $a_1$ and the highest to $a_2$.

The coefficient now follows without expanding the square root. Let $x=e(t)$ be the lowest root. For small $t$ it is close to $a_1$ and so different from $a_2$. Dividing the secular equation by $-t^2(a_2-e)$ gives the exact relation

$$\frac{e-a_1}{t^2}=-\frac{(b-es)^2}{a_2-e}.$$

As $t\to0$, $e\to a_1$, and the right-hand side tends to $-(b-a_1s)^2/(a_2-a_1)$.

For the highest root $f$ the same division reads

$$\frac{f-a_2}{t^2}=\frac{(b-fs)^2}{f-a_1}\longrightarrow\frac{(b-a_2s)^2}{a_2-a_1}.$$

Adding the two limits and doubling for the occupation gives

$$2\,\frac{(b-a_2s)^2-(b-a_1s)^2}{a_2-a_1}
=2\,\frac{-s(a_2-a_1)\,\bigl(2b-s(a_1+a_2)\bigr)}{a_2-a_1}
=2s\bigl(s(a_1+a_2)-2b\bigr).$$

The gap has cancelled.

## The same steps in Lean

`mem_levels` expands the $2\times2$ determinant and states the secular equation in its product form. The proofs of `branch_extremal`, `tendsto_shift` and `upper_level_shift` use that form.

`branch_extremal` treats the quadratic. The definition `discr` is $D$, and `branch` is the quadratic formula with a sign $\sigma=\pm1$ in front of the root. Inside the proof, `hD` establishes $D\ge0$ through the sum of two non-negative terms found above, and `hsq` is the completed square. Each branch solves the equation because $\sigma^2=1$. For any other solution $x$, the completed square gives $|2Ax-B|\le\sqrt D$; the two halves of this inequality place $x$ above the lower branch and below the upper one.

`tendsto_branch` is the continuity argument. The denominator equals $2$ at $t=0$, so the quotient is continuous there, and the value of the branch is $(a_1+a_2+\sigma(a_2-a_1))/2$. This is $a_1$ for $\sigma=-1$ and $a_2$ for $\sigma=1$.

`tendsto_shift` contains the perturbative step. It assumes $a_1\neq a_2$ and a solution `e t` that tends to $a_1$, without asking which of the two levels it is. The limit `hlim` is that of $-(b-es)^2/(a_2-e)$. The `filter_upwards` step then restricts to those $t$ where `e t` solves the secular equation, `e t` differs from $a_2$, and $t\neq0$. For these $t$ the two quotients are equal: `div_eq_div_iff` clears the denominators, and `linear_combination` recognises what remains as the secular equation.

`lower_level_shift` connects this with the lowest level. By `eventually_small`, $t^2s^2<1$ holds near zero, so the lower branch is a least element of `levels`. A set has at most one least element, so `e` agrees with the branch for small $t\neq0$ and inherits its limit $a_1$.

`upper_level_shift` applies `tendsto_shift` with the two orbitals exchanged, which is allowed because the product $(a_1-x)(a_2-x)$ is symmetric. The exchange produces the denominator $a_1-a_2$, and `hv` rewrites the sign. `four_electron_shift` adds the two limits, multiplies by two and cancels the gap.

## An extended Hückel pair in numbers

In an extended Hückel calculation the diagonal elements are parameters of the atomic orbitals, the overlap is computed from the basis functions, and the coupling is often set by the Wolfsberg–Helmholz rule $H_{12}=K S_{12}(a_1+a_2)/2$. Take illustrative values $a_1=-14$ eV, $a_2=-10$ eV, $S_{12}=0.1$ and $K=1.75$. Then $H_{12}=-2.1$ eV.

The effective coupling for the lower level is $H_{12}-a_1S_{12}=-0.7$ eV, so the estimated shift is $-0.49/4\approx-0.12$ eV. For the upper level it is $H_{12}-a_2S_{12}=-1.1$ eV, with an estimated shift of $1.21/4\approx+0.30$ eV. Solving the $2\times2$ secular equation directly gives $-0.115$ eV and $+0.297$ eV. If the overlap were left out of the numerator, the estimate for the lower level would be $-4.41/4\approx-1.10$ eV, nine times the estimate that includes it.

With both levels doubly occupied, the second-order estimate is $2(0.3025-0.1225)=0.36$ eV, a net repulsion.

The same arithmetic appears in a fragment-orbital analysis. The Hamiltonian and overlap matrices are transformed to the orbitals of the separate fragments, and for a chosen pair one reads off the two diagonal energies, $H_{12}$ and $S_{12}$. If both effective couplings are small compared with the gap, the two quotients then estimate how far that pair of levels moves when the other orbitals are ignored. If an effective coupling is comparable to the gap or larger, the quotients are unreliable, and the $2\times2$ secular equation has to be solved directly.
